# In a fixed harmonic force field, a larger mass matrix does not increase the zero-point variance of any coordinate

## Coordinates, normal modes and covariance

Let $x$ be the column of displacements from equilibrium, with the harmonic Hamiltonian

$$H=\tfrac12\,p^{T}M^{-1}p+\tfrac12\,x^{T}Fx .$$

Here $p$ is the momentum conjugate to $x$, $M$ is the mass matrix and $F$ the force-constant matrix. A prime marks the heavier isotopologue, which has the same $F$. For a real symmetric matrix $X$, write $X\succeq0$ if $a^TXa\ge0$ for every real vector $a$ (positive semidefinite), and $X\succ0$ if $a^TXa>0$ for every $a\neq0$ (positive definite). In Lean these are `X.PosSemidef` and `X.PosDef`, and both include the symmetry of $X$. That $M'$ is larger than $M$ means $M'-M\succeq0$.

```lean
import Mathlib

open Matrix
open scoped MatrixOrder

namespace ZeroPointIsotope

variable {n : Type*} [Fintype n] [DecidableEq n]
```

The type `n` labels the coordinates. It is finite but otherwise arbitrary, and `Matrix n n ℝ` is the type of real square matrices with these labels.

```lean
/-- The columns of `L` are mass-normalised normal modes, with positive frequencies `ω`, of the
harmonic system with mass matrix `M` and force-constant matrix `F`. -/
structure IsNormalModes (M F L : Matrix n n ℝ) (ω : n → ℝ) : Prop where
  pos : ∀ i, 0 < ω i
  mass : Lᵀ * M * L = 1
  force : Lᵀ * F * L = diagonal (fun i => ω i ^ 2)
```

`IsNormalModes M F L ω` is a statement about four given objects, with three parts: every frequency satisfies $\omega_i>0$, and

$$L^TML=1,\qquad L^TFL=\mathrm{diag}(\omega_i^2).$$

The columns of $L$ are the mass-normalised modes, so $x=Lq$ with normal coordinates $q$. The modes are taken as given; their existence for positive definite $M$ and $F$ is the usual simultaneous diagonalisation.

Positive frequencies exclude free translations and rotations. For a free molecule, $x$ therefore stands for internal vibrational coordinates, such as changes of bond lengths and angles, defined in the same way for both isotopologues, and $M$ for the mass matrix belonging to them. Displacements of single atoms from the centre of mass are not of this kind, because their definition involves the masses.

```lean
/-- The zero-point covariance matrix of the coordinates: each normal mode contributes its
ground-state variance `ħ / (2 ω)`, when the columns of `L` are mass-normalised normal modes with
positive frequencies `ω`. -/
noncomputable def zeroPointCov (ħ : ℝ) (L : Matrix n n ℝ) (ω : n → ℝ) : Matrix n n ℝ :=
  L * diagonal (fun i => ħ / (2 * ω i)) * Lᵀ
```

In normal coordinates the Hamiltonian is a sum of independent oscillators of unit mass. In the ground state $\langle q_i\rangle=0$ and $\langle q_iq_j\rangle=\delta_{ij}\,\hbar/(2\omega_i)$. Transforming back with $x=Lq$ gives

$$C=\langle xx^T\rangle=L\,D\,L^T,\qquad D=\mathrm{diag}\!\left(\frac{\hbar}{2\omega_i}\right).$$

The file takes this formula as the definition of `zeroPointCov`. The oscillator variance enters as known physics; no wavefunction is constructed. The variance of a linear combination $a^Tx$ is $a^TCa$.

## From normal modes to the inverse mass matrix

```lean
/-- A system that has normal modes with positive frequencies has positive definite mass and
force-constant matrices. -/
theorem IsNormalModes.posDef {M F L : Matrix n n ℝ} {ω : n → ℝ}
    (h : IsNormalModes M F L ω) : M.PosDef ∧ F.PosDef := by
  obtain ⟨N, hN⟩ : ∃ N, L * N = 1 := ⟨_, mul_eq_one_comm.mp h.mass⟩
  have hN' : Nᴴ * Lᵀ = 1 := by
    rw [← conjTranspose_eq_transpose_of_trivial, ← conjTranspose_mul, hN, conjTranspose_one]
  have inj : Function.Injective N.mulVec := fun x y hxy => by
    have h1 : L *ᵥ (N *ᵥ x) = L *ᵥ (N *ᵥ y) := congrArg (fun z => L *ᵥ z) hxy
    rwa [mulVec_mulVec, mulVec_mulVec, hN, one_mulVec, one_mulVec] at h1
  -- transform back from normal to original coordinates
  have back : ∀ X : Matrix n n ℝ, Nᴴ * (Lᵀ * X * L) * N = X := fun X => by
    calc Nᴴ * (Lᵀ * X * L) * N = (Nᴴ * Lᵀ) * X * (L * N) := by simp only [mul_assoc]
      _ = X := by rw [hN, hN', one_mul, mul_one]
  constructor
  · rw [← back M, h.mass]
    exact PosDef.one.conjTranspose_mul_mul_same inj
  · rw [← back F, h.force]
    exact (PosDef.diagonal fun i => pow_pos (h.pos i) 2).conjTranspose_mul_mul_same inj
```

The text between the theorem's name and `:=` is the statement: hypotheses in brackets, then a colon and the conclusion. Here the conclusion is $M\succ0$ and $F\succ0$.

By hand: $L^TML=1$ makes the square matrix $L$ invertible. With $N=L^{-1}$,

$$M=N^TN,\qquad F=N^T\mathrm{diag}(\omega_i^2)N,$$

so $a^TMa=\sum_i (Na)_i^2$ and $a^TFa=\sum_i\omega_i^2(Na)_i^2$. Both are positive for $a\ne0$, because then $Na\neq0$.

In the proof, `obtain` produces $N$, `inj` says that $Na$ determines $a$, and `back` is the transformation back to the original coordinates. The sign `ᴴ` is the conjugate transpose, which for real matrices is the transpose.

```lean
/-- If `L` and `ω` are normal modes and positive frequencies of the system with mass matrix `M` and
force-constant matrix `F`, the zero-point covariance `C` satisfies `C F C = (ħ² / 4) M⁻¹`. -/
theorem cov_force_cov {M F L : Matrix n n ℝ} {ω : n → ℝ} (ħ : ℝ)
    (h : IsNormalModes M F L ω) :
    zeroPointCov ħ L ω * F * zeroPointCov ħ L ω = (ħ ^ 2 / 4) • M⁻¹ := by
  have hinv : M⁻¹ = L * Lᵀ := by
    apply inv_eq_left_inv
    rw [mul_assoc]
    exact mul_eq_one_comm.mp h.mass
  have hD : diagonal (fun i => ħ / (2 * ω i)) * diagonal (fun i => ω i ^ 2) *
      diagonal (fun i => ħ / (2 * ω i)) = (ħ ^ 2 / 4) • (1 : Matrix n n ℝ) := by
    rw [diagonal_mul_diagonal, diagonal_mul_diagonal, smul_one_eq_diagonal]
    congr 1
    funext i
    have := (h.pos i).ne'
    field_simp
    norm_num
  unfold zeroPointCov
  generalize diagonal (fun i => ħ / (2 * ω i)) = D at hD ⊢
  calc L * D * Lᵀ * F * (L * D * Lᵀ) = L * (D * (Lᵀ * F * L) * D) * Lᵀ := by
        simp only [mul_assoc]
    _ = (ħ ^ 2 / 4) • M⁻¹ := by
        rw [h.force, hD, hinv, Matrix.mul_smul, Matrix.smul_mul, mul_one]
```

The statement is $CFC=\frac{\hbar^2}{4}M^{-1}$; the sign `•` multiplies a matrix by a number. From $L^TML=1$ it follows that $LL^TM=1$, hence $M^{-1}=LL^T$. Then

$$CFC=LD\,(L^TFL)\,DL^T=L\,\mathrm{diag}\!\left(\frac{\hbar}{2\omega_i}\,\omega_i^2\,\frac{\hbar}{2\omega_i}\right)L^T=\frac{\hbar^2}{4}LL^T=\frac{\hbar^2}{4}M^{-1}.$$

The frequencies cancel. In the code, `hinv` is the formula for $M^{-1}$, `hD` is the cancellation, and the `calc` block is the displayed chain. For $\hbar>0$, the scaled covariance $G=2C/\hbar$ satisfies $GFG=M^{-1}$, so comparing inverse masses means comparing matrices of the form $GFG$.

## Three matrix inequalities

```lean
/-- For positive definite mass matrices `M` and `M'`: if `M' - M` is positive semidefinite, then so
is `M⁻¹ - M'⁻¹`. -/
theorem inverse_mass_antitone {M M' : Matrix n n ℝ} (hM : M.PosDef) (hM' : M'.PosDef)
    (h : (M' - M).PosSemidef) : (M⁻¹ - M'⁻¹).PosSemidef := by
  have h1 : M⁻¹ * M = 1 := nonsing_inv_mul M hM.det_pos.ne'.isUnit
  have h2 : M * M⁻¹ = 1 := mul_eq_one_comm.mp h1
  have h3 : M'⁻¹ * M' = 1 := nonsing_inv_mul M' hM'.det_pos.ne'.isUnit
  have hP : (M⁻¹).IsHermitian := hM.isHermitian.inv
  have hQ : (M'⁻¹).IsHermitian := hM'.isHermitian.inv
  generalize M⁻¹ = P at *
  generalize M'⁻¹ = Q at *
  -- the difference of the inverses is a sum of two congruences
  have key : P - Q = (P - Q) * M * (P - Q)ᴴ + Q * (M' - M) * Qᴴ := by
    rw [(hP.sub hQ).eq, hQ.eq]
    have e : (P - Q) * M * (P - Q) + Q * (M' - M) * Q
        = (P * M) * P - (P * M) * Q - Q * (M * P) + (Q * M') * Q := by noncomm_ring
    rw [e, h1, h2, h3, one_mul, one_mul, mul_one]
    abel
  rw [key]
  exact (hM.posSemidef.mul_mul_conjTranspose_same _).add (h.mul_mul_conjTranspose_same _)
```

If $M,M'\succ0$ and $M'-M\succeq0$, then $M^{-1}-M'^{-1}\succeq0$. Write $P=M^{-1}$ and $Q=M'^{-1}$. The proof rests on the identity

$$P-Q=(P-Q)M(P-Q)+Q(M'-M)Q .$$

To verify it, expand the right-hand side:

$$PMP-PMQ-QMP+QMQ+QM'Q-QMQ=P-Q-Q+Q=P-Q .$$

Both terms of the identity have the form $XSX^T$ with $S\succeq0$, and $a^TXSX^Ta=(X^Ta)^TS(X^Ta)\ge0$. Their sum is therefore positive semidefinite. This identity is `key` in the code; `noncomm_ring` does the expansion without letting matrices commute.

```lean
/-- For positive semidefinite matrices, an ordering of the squares implies the same ordering
of the matrices themselves. -/
theorem le_of_sq_le {A B : Matrix n n ℝ} (hA : A.PosSemidef) (hB : B.PosSemidef)
    (h : (A * A - B * B).PosSemidef) : (A - B).PosSemidef := by
  have hH : (A - B).IsHermitian := hA.isHermitian.sub hB.isHermitian
  rw [hH.posSemidef_iff_eigenvalues_nonneg]
  intro i
  by_contra hneg
  have hμ : hH.eigenvalues i < 0 := not_le.mp hneg
  have hev := hH.mulVec_eigenvectorBasis i
  have hv : (hH.eigenvectorBasis i).ofLp ≠ 0 := fun h0 =>
    hH.eigenvectorBasis.orthonormal.ne_zero i (by ext j; exact congrFun h0 j)
  generalize (hH.eigenvectorBasis i).ofLp = v at hev hv
  generalize hH.eigenvalues i = μ at hμ hev
  have hvv : 0 < v ⬝ᵥ v :=
    lt_of_le_of_ne (Finset.sum_nonneg fun j _ => mul_self_nonneg (v j))
      (fun h0 => hv (dotProduct_self_eq_zero.mp h0.symm))
  have sq : ∀ S : Matrix n n ℝ, S.IsHermitian →
      v ⬝ᵥ (S * S) *ᵥ v = (S *ᵥ v) ⬝ᵥ (S *ᵥ v) := fun S hS => by
    have hT : Sᵀ = S := by rw [← conjTranspose_eq_transpose_of_trivial, hS.eq]
    rw [← mulVec_mulVec, dotProduct_mulVec, ← mulVec_transpose, hT]
  have ha := hA.dotProduct_mulVec_nonneg v
  have hb := hB.dotProduct_mulVec_nonneg v
  have hs := h.dotProduct_mulVec_nonneg v
  have e : A *ᵥ v = B *ᵥ v + μ • v := by
    rw [← hev, sub_mulVec]; abel
  rw [star_trivial] at ha hb hs
  rw [sub_mulVec, dotProduct_sub, sq A hA.isHermitian, sq B hB.isHermitian, e] at hs
  rw [e] at ha
  simp only [dotProduct_add, add_dotProduct, dotProduct_smul, smul_dotProduct,
    smul_eq_mul, dotProduct_comm (B *ᵥ v) v] at ha hs
  -- the expectation of `A² - B²` is `μ` times that of `A + B`, hence negative
  have h1 : μ * (v ⬝ᵥ v) < 0 := mul_neg_of_neg_of_pos hμ hvv
  have h2 : 0 < 2 * (v ⬝ᵥ B *ᵥ v) + μ * (v ⬝ᵥ v) := by linarith
  have h3 := mul_neg_of_neg_of_pos hμ h2
  linarith
```

If $A,B\succeq0$ and $A^2-B^2\succeq0$, then $A-B\succeq0$. Suppose not. The symmetric matrix $A-B$ then has an eigenvector $v\neq0$ with eigenvalue $\mu<0$, so $Av=Bv+\mu v$. Using the symmetry of $A$ and $B$,

$$v^T(A^2-B^2)v=|Av|^2-|Bv|^2=2\mu\,v^TBv+\mu^2v^Tv=\mu\,\bigl(2v^TBv+\mu v^Tv\bigr).$$

The bracket equals $v^TAv+v^TBv$. Since $v^TAv=v^TBv+\mu v^Tv\ge0$, we have $v^TBv\ge-\mu v^Tv>0$, so the bracket is positive. The whole expression is then negative, which contradicts $A^2-B^2\succeq0$.

The Lean proof takes the same route. `by_contra` assumes a negative eigenvalue, `hev` is the eigenvalue equation and `e` its rearranged form. The local result `sq` turns $v^TS^2v$ into $|Sv|^2$. The signs `*ᵥ` and `⬝ᵥ` denote matrix times vector and the dot product. The facts `h1`, `h2` and `h3` settle the signs, and `linarith` derives the contradiction from the linear inequalities collected.

```lean
/-- For positive definite `F` and positive semidefinite `G`, `K`: if `GFG - KFK` is positive
semidefinite, then so is `G - K`. -/
theorem le_of_sandwich_le {F G K : Matrix n n ℝ} (hF : F.PosDef) (hG : G.PosSemidef)
    (hK : K.PosSemidef) (h : (G * F * G - K * F * K).PosSemidef) : (G - K).PosSemidef := by
  obtain ⟨W, hW : F = Wᴴ * W⟩ := CStarAlgebra.nonneg_iff_eq_star_mul_self.mp
    (Matrix.nonneg_iff_posSemidef.mpr hF.posSemidef)
  obtain ⟨V, hV⟩ : ∃ V, V * W = 1 := ⟨F⁻¹ * Wᴴ, by
    rw [mul_assoc, ← hW]; exact nonsing_inv_mul F hF.det_pos.ne'.isUnit⟩
  have hV' : Wᴴ * Vᴴ = 1 := by rw [← conjTranspose_mul, hV, conjTranspose_one]
  -- in coordinates where `F` is the identity the hypothesis compares squares
  have hd : (W * G * Wᴴ - W * K * Wᴴ).PosSemidef := by
    apply le_of_sq_le (hG.mul_mul_conjTranspose_same W) (hK.mul_mul_conjTranspose_same W)
    have e : W * G * Wᴴ * (W * G * Wᴴ) - W * K * Wᴴ * (W * K * Wᴴ)
        = W * (G * F * G - K * F * K) * Wᴴ := by
      rw [hW]; noncomm_ring
    rw [e]
    exact h.mul_mul_conjTranspose_same W
  have e : V * (W * G * Wᴴ - W * K * Wᴴ) * Vᴴ = G - K := by
    calc _ = (V * W) * (G - K) * (Wᴴ * Vᴴ) := by noncomm_ring
      _ = G - K := by rw [hV, hV', one_mul, mul_one]
  rw [← e]
  exact hd.mul_mul_conjTranspose_same V
```

This is the general matrix inequality: for $F\succ0$ and $G,K\succeq0$,

$$GFG-KFK\succeq0\quad\Longrightarrow\quad G-K\succeq0 .$$

Factor $F=W^TW$. Since $F$ is invertible, so is $W$, with inverse $V=F^{-1}W^T$. Set $A=WGW^T$ and $B=WKW^T$, which are positive semidefinite. Then

$$A^2-B^2=WG(W^TW)GW^T-WK(W^TW)KW^T=W(GFG-KFK)W^T\succeq0 .$$

The previous theorem gives $A-B\succeq0$, and transforming back gives $G-K=V(A-B)V^T\succeq0$. In the code, `hd` is the statement $A-B\succeq0$, and the last `e` is the transformation back.

## The comparison of isotopologues

```lean
/-- Let `ħ ≥ 0`. Two isotopologues, each with normal modes of positive frequencies, share the force
field `F`, and `M' - M` is positive semidefinite. Then the variance of every linear combination `a`
of the coordinates in the harmonic ground state is no larger for `M'` than for `M`, and the
difference of the covariances is positive semidefinite. -/
theorem heavier_zeroPointCov_le {M M' F L L' : Matrix n n ℝ} {ω ω' : n → ℝ} {ħ : ℝ}
    (hħ : 0 ≤ ħ) (h : IsNormalModes M F L ω) (h' : IsNormalModes M' F L' ω')
    (hM : (M' - M).PosSemidef) :
    (zeroPointCov ħ L ω - zeroPointCov ħ L' ω').PosSemidef ∧
      ∀ a : n → ℝ, a ⬝ᵥ zeroPointCov ħ L' ω' *ᵥ a ≤ a ⬝ᵥ zeroPointCov ħ L ω *ᵥ a := by
  have psd : ∀ (R : Matrix n n ℝ) (w : n → ℝ), (∀ i, 0 < w i) →
      (zeroPointCov ħ R w).PosSemidef := fun R w hw => by
    unfold zeroPointCov
    rw [← conjTranspose_eq_transpose_of_trivial]
    exact (PosSemidef.diagonal fun i =>
      div_nonneg hħ (mul_pos two_pos (hw i)).le).mul_mul_conjTranspose_same R
  have main : (zeroPointCov ħ L ω - zeroPointCov ħ L' ω').PosSemidef := by
    apply le_of_sandwich_le h.posDef.2 (psd L ω h.pos) (psd L' ω' h'.pos)
    rw [cov_force_cov ħ h, cov_force_cov ħ h', ← smul_sub]
    exact (inverse_mass_antitone h.posDef.1 h'.posDef.1 hM).smul (by positivity)
  refine ⟨main, fun a => ?_⟩
  have ha := main.dotProduct_mulVec_nonneg a
  rw [star_trivial, sub_mulVec, dotProduct_sub] at ha
  linarith
```

The hypotheses are $\hbar\ge0$, normal modes $(L,\omega)$ for $(M,F)$ and $(L',\omega')$ for $(M',F)$, and $M'-M\succeq0$. The conclusion has two parts, joined by `∧`:

$$C-C'\succeq0,\qquad a^TC'a\le a^TCa\quad\text{for every } a .$$

The shared letter `F` expresses the Born–Oppenheimer idealisation that isotopic substitution leaves the potential unchanged. The modes and frequencies of the two species may differ, and no correspondence between them is needed.

By hand, the relation between covariance and inverse mass gives

$$CFC-C'FC'=\frac{\hbar^2}{4}\bigl(M^{-1}-M'^{-1}\bigr)\succeq0,$$

where the last step is the ordering of the inverses. Both covariances are positive semidefinite, because their mode variances $\hbar/(2\omega_i)$ are nonnegative. The general matrix inequality, with $G=C$ and $K=C'$, yields $C-C'\succeq0$. Evaluating this on $a$ gives the second part. In the code, `psd` is the positivity of the covariances and `main` the matrix conclusion.

The hypothesis on $M'-M$ concerns the whole matrix, and a larger total mass is not enough. Take two uncoupled coordinates with $F=1$, $M=\mathrm{diag}(1,1)$ and $M'=\mathrm{diag}(4,\tfrac14)$. The sum of the masses grows from $2$ to $\tfrac{17}{4}$, but

$$C=\mathrm{diag}\!\left(\tfrac{\hbar}{2},\tfrac{\hbar}{2}\right),\qquad C'=\mathrm{diag}\!\left(\tfrac{\hbar}{4},\hbar\right),$$

so for $\hbar>0$ the variance of the second coordinate doubles.

In NMR theory, these variances and covariances multiply second derivatives of the nuclear shielding in zero-point corrections. The theorem constrains how they change on isotopic substitution within a fixed harmonic force field; it says nothing about anharmonic shifts of the mean geometry or about thermal averages.

## Two coupled oscillators

```lean
/-- Two coupled oscillators with both masses 2, and with both masses 8, in the same force field
have the stated normal modes, and the difference of their mass matrices is positive semidefinite. -/
theorem heavier_zeroPointCov_le_witness :
    IsNormalModes !![2, 0; 0, 2] !![5, -3; -3, 5] !![1/2, 1/2; 1/2, -1/2] ![1, 2] ∧
    IsNormalModes !![8, 0; 0, 8] !![5, -3; -3, 5] !![1/4, 1/4; 1/4, -1/4] ![1/2, 1] ∧
    (!![8, 0; 0, 8] - !![2, 0; 0, 2] : Matrix (Fin 2) (Fin 2) ℝ).PosSemidef := by
  refine ⟨⟨fun i => by fin_cases i <;> simp, ?_, ?_⟩,
    ⟨fun i => by fin_cases i <;> simp, ?_, ?_⟩, ?_⟩
  rotate_left 4
  · apply PosSemidef.of_dotProduct_mulVec_nonneg
    · ext i j; fin_cases i <;> fin_cases j <;> simp
    · intro x
      simp [Matrix.mulVec, dotProduct, Fin.sum_univ_succ]
      nlinarith [sq_nonneg (x 0), sq_nonneg (x 1)]
  all_goals
    ext i j
    fin_cases i <;> fin_cases j <;> norm_num [Matrix.mul_apply, Fin.sum_univ_succ]

end ZeroPointIsotope
```

This example satisfies the hypotheses on modes and masses. The notation `!![5, -3; -3, 5]` lists a matrix by rows, and `![1, 2]` is a vector. The common force field is

$$F=\begin{pmatrix}5&-3\\-3&5\end{pmatrix},$$

with eigenvalue $2$ for the in-phase direction $(1,1)$ and $8$ for the out-of-phase direction $(1,-1)$. With both masses equal to $2$, the frequencies are $\sqrt{2/2}=1$ and $\sqrt{8/2}=2$. With both masses equal to $8$, they are $\tfrac12$ and $1$. The mass-normalised modes are $\tfrac12(1,\pm1)$ and $\tfrac14(1,\pm1)$, and $M'-M=\mathrm{diag}(6,6)\succeq0$.

The proof checks the matrix equations entry by entry: `fin_cases` runs through the indices and `norm_num` does the arithmetic. For the mass difference, `nlinarith` uses that squares are nonnegative. Inserting the modes into the definition of the covariance gives

$$C=\frac{\hbar}{16}\begin{pmatrix}3&1\\1&3\end{pmatrix},\qquad C'=\frac12\,C,$$

so fourfold masses halve every variance here.

```lean
#print axioms ZeroPointIsotope.heavier_zeroPointCov_le
```

```
'ZeroPointIsotope.heavier_zeroPointCov_le' depends on axioms: [propext, Classical.choice, Quot.sound]
```
